# Exciton masses with a linear exchange term: the one-step fit diverges, a two-step fit cancels the term

To extract an exciton mass from Bethe–Salpeter energies at a few centre-of-mass momenta, one chooses a momentum step $h$ and fits a parabola near $q=0$. In a two-dimensional crystal, long-range exchange can add a term linear in $|q|$. In the one-dimensional model below, with an even band part and exact energies, refining the step then drives the fitted mass to zero, while a fit with one more energy recovers the band curvature.

```lean
import Mathlib

open Filter Topology

namespace ExcitonMassFit

noncomputable section
```

## The dispersion and two fits

Along a line through $q=0$, let
$$E(q)=f(q)+a|q|.$$
The real function $f$ is the smooth band part, and evenness, $f(-q)=f(q)$, stands for inversion or time-reversal symmetry. The constant $a$ is the strength of the exchange term, postulated here and not derived from the Bethe–Salpeter equation. The linear form is assumed at every sampled momentum. In a material it is only the leading term at small $|q|$, and a next exchange term $cq^2$ would add $2c$ to the two-step fit below, however small the step.

```lean
/-- Exciton dispersion with band part `f` and a non-analytic term `a |q|`. -/
def dispersion (f : ℝ → ℝ) (a q : ℝ) : ℝ := f q + a * |q|
```

With $\hbar=1$, a parabola $E(0)+q^2/(2m)$ through the energies at $0$ and $h$ has inverse mass
$$\frac1m=\frac{2(E(h)-E(0))}{h^2}.$$

```lean
/-- Inverse mass from a parabola through the energies at `0` and `h`, for `h ≠ 0`. -/
def fittedInverseMass (E : ℝ → ℝ) (h : ℝ) : ℝ := 2 * (E h - E 0) / h ^ 2
```

The alternative is a second difference using $0$, $h$ and $2h$:
$$\frac{E(2h)-2E(h)+E(0)}{h^2}.$$

```lean
/-- Inverse mass from the energies at `0`, `h` and `2h`, for `h ≠ 0`. -/
def twoStepInverseMass (E : ℝ → ℝ) (h : ℝ) : ℝ := (E (2 * h) - 2 * E h + E 0) / h ^ 2
```

## Evenness fixes slopes at the origin

If $F(-y)=sF(y)$, the chain rule gives $-F'(-x)=sF'(x)$. For even $F$, where $s=1$, setting $x=0$ gives $F'(0)=0$. The proof differentiates $F(-y)$ in both ways and uses uniqueness of the derivative.

```lean
/-- If reflection of `q` multiplies a function by `s`, it multiplies the slope by `-s`. -/
theorem slope_parity {F : ℝ → ℝ} {s d d' x : ℝ} (hs : ∀ y, F (-y) = s * F y)
    (h : HasDerivAt F d x) (h' : HasDerivAt F d' (-x)) : d' = -(s * d) := by
  have h0 : HasDerivAt (fun y : ℝ => -y) (-1) x := (hasDerivAt_id x).neg
  have h1 : HasDerivAt (fun y => F (-y)) (d' * (-1)) x := HasDerivAt.comp x h' h0
  have e : (fun y => F (-y)) = fun y => s * F y := funext hs
  rw [e] at h1
  have h2 := h1.unique (h.const_mul s)
  linarith
```

## The one-step fit diverges

For $h>0$,
$$h\,\frac{2(E(h)-E(0))}{h^2}=2\,\frac{f(h)-f(0)}{h}+2a\longrightarrow 2f'(0)+2a=2a.$$
Besides evenness, only differentiability of $f$ at $0$ is used. In Lean, `𝓝[>] 0` means that $h$ approaches zero through positive values; the proof takes the limit of the difference quotient, then matches the two sides by algebra.

```lean
/-- For an even band part differentiable at `q = 0`, the step `h` times the fitted inverse
mass tends to `2a` as `h` decreases to zero. -/
theorem step_mul_fit_tendsto {f : ℝ → ℝ} (a : ℝ) (heven : ∀ q, f (-q) = f q)
    (hf : DifferentiableAt ℝ f 0) :
    Tendsto (fun h => h * fittedInverseMass (dispersion f a) h) (𝓝[>] 0) (𝓝 (2 * a)) := by
  have hd := hf.hasDerivAt
  -- an even band has zero slope at the origin
  have hz : deriv f 0 = 0 := by
    have := slope_parity (s := 1) (fun y => by rw [heven, one_mul]) hd
      (by rw [neg_zero]; exact hd)
    linarith
  rw [hz] at hd
  have hs := (hasDerivAt_iff_tendsto_slope.mp hd).mono_left
    (nhdsWithin_mono (0 : ℝ) (show Set.Ioi (0 : ℝ) ⊆ {0}ᶜ from
      fun y hy => (Set.mem_Ioi.mp hy).ne'))
  have ht := (hs.const_mul 2).add_const (2 * a)
  rw [mul_zero, zero_add] at ht
  refine ht.congr' ?_
  filter_upwards [self_mem_nhdsWithin] with h hh
  have hp : 0 < h := hh
  have hne : h ≠ 0 := hp.ne'
  simp only [slope_def_field, fittedInverseMass, dispersion, abs_of_pos hp, abs_zero,
    mul_zero, add_zero, sub_zero]
  field_simp
  ring
```

For $a>0$, the fit is $1/h$ times a quantity with positive limit $2a$, so it tends to $+\infty$, written `atTop`.

```lean
/-- For an even band part differentiable at `q = 0` and `a > 0`, the fitted inverse mass
diverges to `+∞` as the step decreases to zero. -/
theorem fit_diverges {f : ℝ → ℝ} {a : ℝ} (ha : 0 < a) (heven : ∀ q, f (-q) = f q)
    (hf : DifferentiableAt ℝ f 0) :
    Tendsto (fittedInverseMass (dispersion f a)) (𝓝[>] 0) atTop := by
  have ht := (tendsto_inv_nhdsGT_zero (𝕜 := ℝ)).atTop_mul_pos
    (by positivity : 0 < 2 * a) (step_mul_fit_tendsto a heven hf)
  refine ht.congr' ?_
  filter_upwards [self_mem_nhdsWithin] with h hh
  have hp : 0 < h := hh
  rw [← mul_assoc, inv_mul_cancel₀ hp.ne', one_mul]
```

Its reciprocal, the fitted mass, therefore tends to zero.

```lean
/-- For an even band part differentiable at `q = 0` and `a > 0`, the fitted mass itself
tends to zero as the step decreases to zero. -/
theorem fitted_mass_tendsto_zero {f : ℝ → ℝ} {a : ℝ} (ha : 0 < a)
    (heven : ∀ q, f (-q) = f q) (hf : DifferentiableAt ℝ f 0) :
    Tendsto (fun h => (fittedInverseMass (dispersion f a) h)⁻¹) (𝓝[>] 0) (𝓝 0) :=
  tendsto_inv_atTop_zero.comp (fit_diverges ha heven hf)
```

## Bounding a function by its slope

The remainder estimate below uses repeated integration of powers, starting from
$$\frac{d}{dy}\,Ky^{n+1}=K(n+1)y^n.$$

```lean
/-- The derivative of `K y ^ (n + 1)` is `K (n + 1) y ^ n`. -/
theorem hasDerivAt_monomial (K : ℝ) (n : ℕ) (x : ℝ) :
    HasDerivAt (fun y : ℝ => K * y ^ (n + 1)) (K * (n + 1) * x ^ n) x :=
  ((hasDerivAt_pow (n + 1) x).const_mul K).congr_deriv (by
    simp only [Nat.add_sub_cancel]
    push_cast
    ring)
```

If $G(0)=0$ and $|G'(x)|\le K(n+1)x^n$ for $x\ge0$, integration gives $|G(x)|\le Kx^{n+1}$. The proof avoids integrals: $Kx^{n+1}-G(x)$ vanishes at zero and has nonnegative derivative, so it is nonnegative. The same argument for $-G$ gives the other side.

```lean
/-- A function that vanishes at zero and whose slope is at most `K (n + 1) x ^ n` in absolute
value for `x ≥ 0` is itself at most `K x ^ (n + 1)` in absolute value there. -/
theorem growth_bound {G G' : ℝ → ℝ} {K : ℝ} (n : ℕ) (h0 : G 0 = 0)
    (hG : ∀ x, HasDerivAt G (G' x) x)
    (hb : ∀ x, 0 ≤ x → |G' x| ≤ K * (n + 1) * x ^ n) (x : ℝ) (hx : 0 ≤ x) :
    |G x| ≤ K * x ^ (n + 1) := by
  -- one-sided comparison, used for both G and -G
  have key : ∀ H H' : ℝ → ℝ, H 0 = 0 → (∀ y, HasDerivAt H (H' y) y) →
      (∀ y, 0 ≤ y → H' y ≤ K * (n + 1) * y ^ n) → H x ≤ K * x ^ (n + 1) := by
    intro H H' hH0 hH hle
    have hP : ∀ y, HasDerivAt (fun z => K * z ^ (n + 1) - H z)
        (K * (n + 1) * y ^ n - H' y) y :=
      fun y => (hasDerivAt_monomial K n y).fun_sub (hH y)
    have hm : MonotoneOn (fun z => K * z ^ (n + 1) - H z) (Set.Ici 0) :=
      monotoneOn_of_deriv_nonneg (convex_Ici 0)
        (fun y _ => (hP y).continuousAt.continuousWithinAt)
        (fun y _ => (hP y).differentiableAt.differentiableWithinAt)
        (fun y hy => by
          rw [(hP y).deriv]
          have := hle y (interior_subset hy)
          linarith)
    have h2 : K * 0 ^ (n + 1) - H 0 ≤ K * x ^ (n + 1) - H x :=
      hm (Set.mem_Ici.mpr le_rfl) (Set.mem_Ici.mpr hx) hx
    have h3 : K * (0 : ℝ) ^ (n + 1) - H 0 = 0 := by simp [hH0]
    linarith
  have hu := key G G' h0 hG (fun y hy => (abs_le.mp (hb y hy)).2)
  have hl := key (fun y => -G y) (fun y => -G' y) (by simp [h0]) (fun y => (hG y).fun_neg)
    (fun y hy => by linarith [(abs_le.mp (hb y hy)).1])
  exact abs_le.mpr ⟨by linarith, hu⟩
```

## The two-step remainder

Let $|f''''|\le M$ and define
$$R(x)=f(2x)-2f(x)+f(0)-f''(0)x^2.$$
Then
$$\begin{aligned}
R'(x)&=2f'(2x)-2f'(x)-2f''(0)x,\\
R''(x)&=4f''(2x)-2f''(x)-2f''(0),\\
R'''(x)&=8f'''(2x)-2f'''(x),
\end{aligned}$$
and $R(0)=R'(0)=R''(0)=0$. Evenness makes $f'''$ odd, so $f'''(0)=0$. For $x\ge0$, the mean value inequality gives
$$|R'''(x)|\le 8|f'''(2x)-f'''(x)|+6|f'''(x)|\le14Mx.$$
Three integrations yield
$$|R''|\le7Mx^2,\qquad |R'|\le\tfrac{7M}{3}x^3,\qquad |R|\le\tfrac{7M}{12}x^4.$$
In the code, `f1` to `f4` are the successive derivatives, `b3` is the bound on $R'''$, and three uses of `growth_bound` perform the integrations.

```lean
/-- For an even band with successive derivatives `f1` to `f4` and `|f4| ≤ M`, the two-step
energy difference equals `f2(0) x²` up to `7 M x⁴ / 12`, for `x ≥ 0`. -/
theorem two_step_remainder {f f1 f2 f3 f4 : ℝ → ℝ} {M : ℝ} (heven : ∀ q, f (-q) = f q)
    (h1 : ∀ x, HasDerivAt f (f1 x) x) (h2 : ∀ x, HasDerivAt f1 (f2 x) x)
    (h3 : ∀ x, HasDerivAt f2 (f3 x) x) (h4 : ∀ x, HasDerivAt f3 (f4 x) x)
    (hM : ∀ x, |f4 x| ≤ M) (x : ℝ) (hx : 0 ≤ x) :
    |f (2 * x) - 2 * f x + f 0 - f2 0 * x ^ 2| ≤ 7 * M / 12 * x ^ 4 := by
  -- evenness removes the third derivative at the origin
  have p1 : ∀ y, f1 (-y) = (-1) * f1 y := fun y => by
    linarith [slope_parity (s := 1) (fun z => by rw [heven, one_mul]) (h1 y) (h1 (-y))]
  have p2 : ∀ y, f2 (-y) = 1 * f2 y := fun y => by
    linarith [slope_parity p1 (h2 y) (h2 (-y))]
  have p3 : f3 0 = 0 := by
    have := slope_parity p2 (h3 0) (by rw [neg_zero]; exact h3 0)
    linarith
  have lip : ∀ y z, |f3 z - f3 y| ≤ M * |z - y| := fun y z =>
    Convex.norm_image_sub_le_of_norm_hasDerivWithin_le (s := Set.univ)
      (fun w _ => (h4 w).hasDerivWithinAt) (fun w _ => hM w) convex_univ
      (Set.mem_univ y) (Set.mem_univ z)
  have dbl : ∀ {F : ℝ → ℝ} {d y : ℝ}, HasDerivAt F d (2 * y) →
      HasDerivAt (fun z => F (2 * z)) (2 * d) y := by
    intro F d y h
    have h0 : HasDerivAt (fun z : ℝ => 2 * z) 2 y :=
      ((hasDerivAt_id y).const_mul (2 : ℝ)).congr_deriv (mul_one 2)
    exact (HasDerivAt.comp y h h0).congr_deriv (mul_comm _ _)
  have b3 : ∀ y, 0 ≤ y → |8 * f3 (2 * y) - 2 * f3 y| ≤ 14 * M * y := by
    intro y hy
    have u := lip y (2 * y)
    have v := lip 0 y
    rw [show 2 * y - y = y by ring, abs_of_nonneg hy, abs_le] at u
    rw [p3, sub_zero, sub_zero, abs_of_nonneg hy, abs_le] at v
    exact abs_le.mpr ⟨by linarith [u.1, v.1], by linarith [u.2, v.2]⟩
  -- three integrations from the origin
  have b2 := growth_bound (G := fun y => 4 * f2 (2 * y) - 2 * f2 y - 2 * f2 0)
    (K := 7 * M) 1 (by simp only [mul_zero]; ring)
    (fun y => ((((dbl (h3 (2 * y))).const_mul 4).fun_sub
      ((h3 y).const_mul 2)).sub_const (2 * f2 0)).congr_deriv
      (show _ = 8 * f3 (2 * y) - 2 * f3 y by ring))
    (fun y hy => (b3 y hy).trans_eq (by push_cast; ring))
  have b1 := growth_bound (G := fun y => 2 * f1 (2 * y) - 2 * f1 y - 2 * f2 0 * y ^ (0 + 1))
    (K := 7 * M / 3) 2 (by simp)
    (fun y => ((((dbl (h2 (2 * y))).const_mul 2).fun_sub
      ((h2 y).const_mul 2)).fun_sub (hasDerivAt_monomial (2 * f2 0) 0 y)).congr_deriv
      (show _ = 4 * f2 (2 * y) - 2 * f2 y - 2 * f2 0 by push_cast; ring))
    (fun y hy => (b2 y hy).trans_eq (by push_cast; ring))
  exact growth_bound (G := fun y => f (2 * y) - 2 * f y + f 0 - f2 0 * y ^ 2)
    (K := 7 * M / 12) 3 (by simp only [mul_zero]; ring)
    (fun y => ((((dbl (h1 (2 * y))).fun_sub
      ((h1 y).const_mul 2)).add_const (f 0)).fun_sub
      (hasDerivAt_monomial (f2 0) 1 y)).congr_deriv
      (show _ = 2 * f1 (2 * y) - 2 * f1 y - 2 * f2 0 * y ^ (0 + 1) by push_cast; ring))
    (fun y hy => (b1 y hy).trans_eq (by push_cast; ring)) x hx
```

## The error bound for any exchange strength

The linear term contributes $a(2h)-2ah=0$ to the second difference. The fit error is therefore $R(h)/h^2$, at most $7Mh^2/12$ in absolute value, for every real $a$.

`ContDiff ℝ 4 f` says that $f$ is four times continuously differentiable, and `iteratedDeriv 2 f 0` is $f''(0)$, the inverse mass of the band part alone. The bound $M$ is assumed for all real $q$.

```lean
/-- For an even, four times continuously differentiable band part with fourth derivative at
most `M` in absolute value, the two-step fit at `h > 0` differs from `f''(0)` by at most
`7 M h² / 12`, whatever the strength `a` of the non-analytic term. -/
theorem two_step_fit_error {f : ℝ → ℝ} {M h : ℝ} (a : ℝ) (hf : ContDiff ℝ 4 f)
    (heven : ∀ q, f (-q) = f q) (hM : ∀ q, |iteratedDeriv 4 f q| ≤ M) (hh : 0 < h) :
    |twoStepInverseMass (dispersion f a) h - iteratedDeriv 2 f 0| ≤ 7 * M * h ^ 2 / 12 := by
  have D : ∀ k : ℕ, k < 4 → ∀ x,
      HasDerivAt (iteratedDeriv k f) (iteratedDeriv (k + 1) f x) x := by
    intro k hk x
    rw [iteratedDeriv_succ]
    exact (hf.differentiable_iteratedDeriv k (by exact_mod_cast hk) x).hasDerivAt
  have r := two_step_remainder heven
    (fun x => by simpa only [iteratedDeriv_zero, zero_add] using D 0 (by norm_num) x)
    (D 1 (by norm_num)) (D 2 (by norm_num)) (D 3 (by norm_num)) hM h hh.le
  -- the linear term cancels between the two steps
  have e : twoStepInverseMass (dispersion f a) h - iteratedDeriv 2 f 0 =
      (f (2 * h) - 2 * f h + f 0 - iteratedDeriv 2 f 0 * h ^ 2) / h ^ 2 := by
    have h2 : 0 < 2 * h := by positivity
    have hne : h ≠ 0 := hh.ne'
    simp only [twoStepInverseMass, dispersion, abs_of_pos hh, abs_of_pos h2, abs_zero]
    field_simp
    ring
  have hsq : 0 < h ^ 2 := by positivity
  rw [e, abs_div, abs_of_pos hsq, div_le_iff₀ hsq]
  exact r.trans_eq (by ring)
```

## The quartic band attains the bound

For $f(q)=q^4$, $f''(0)=0$ and $f''''=24$. The two-step fit gives $(16-2)h^4/h^2=14h^2$, which equals $7\cdot24\,h^2/12$. The constant $7/12$ therefore cannot be lowered. The proof computes the derivatives one at a time.

```lean
/-- The quartic band `q⁴` has fourth derivative `24`, and for it the error of the two-step fit
at `h > 0` equals `7 M h² / 12` with `M = 24`. -/
theorem two_step_fit_sharp (a : ℝ) {h : ℝ} (hh : 0 < h) :
    (∀ q, iteratedDeriv 4 (fun q : ℝ => q ^ 4) q = 24) ∧
    |twoStepInverseMass (dispersion (fun q => q ^ 4) a) h
      - iteratedDeriv 2 (fun q : ℝ => q ^ 4) 0| = 7 * 24 * h ^ 2 / 12 := by
  have d1 : deriv (fun q : ℝ => q ^ 4) = fun q => 4 * q ^ 3 :=
    funext fun q => ((hasDerivAt_pow 4 q).congr_deriv (by norm_num)).deriv
  have d2 : deriv (fun q : ℝ => 4 * q ^ 3) = fun q => 12 * q ^ 2 :=
    funext fun q => (hasDerivAt_monomial 4 2 q).deriv.trans (by push_cast; ring)
  have d3 : deriv (fun q : ℝ => 12 * q ^ 2) = fun q => 24 * q ^ 1 :=
    funext fun q => (hasDerivAt_monomial 12 1 q).deriv.trans (by push_cast; ring)
  have d4 : deriv (fun q : ℝ => 24 * q ^ 1) = fun _ => 24 :=
    funext fun q => (hasDerivAt_monomial 24 0 q).deriv.trans (by push_cast; ring)
  constructor
  · intro q
    rw [iteratedDeriv_eq_iterate]
    change deriv (deriv (deriv (deriv (fun q : ℝ => q ^ 4)))) q = 24
    rw [d1, d2, d3, d4]
  · have e2 : iteratedDeriv 2 (fun q : ℝ => q ^ 4) 0 = 0 := by
      rw [iteratedDeriv_eq_iterate]
      change deriv (deriv (fun q : ℝ => q ^ 4)) 0 = 0
      rw [d1, d2]
      norm_num
    have e : twoStepInverseMass (dispersion (fun q => q ^ 4) a) h = 14 * h ^ 2 := by
      have h2 : 0 < 2 * h := by positivity
      have hne : h ≠ 0 := hh.ne'
      simp only [twoStepInverseMass, dispersion, abs_of_pos hh, abs_of_pos h2, abs_zero]
      field_simp
      ring
    rw [e, e2, sub_zero, abs_of_pos (by positivity)]
    ring

end

end ExcitonMassFit
```

```lean
#print axioms ExcitonMassFit.fitted_mass_tendsto_zero
-- 'ExcitonMassFit.fitted_mass_tendsto_zero' depends on axioms: [propext, Classical.choice, Quot.sound]
#print axioms ExcitonMassFit.two_step_fit_error
-- 'ExcitonMassFit.two_step_fit_error' depends on axioms: [propext, Classical.choice, Quot.sound]
#print axioms ExcitonMassFit.two_step_fit_sharp
-- 'ExcitonMassFit.two_step_fit_sharp' depends on axioms: [propext, Classical.choice, Quot.sound]
```

## A numerical instance

Take $f(q)=q^2/2+q^4$, $a=1/2$ and $h=0.1$ in dimensionless units, so the band inverse mass is $1$. The energies are $E(0)=0$, $E(0.1)=0.0551$ and $E(0.2)=0.1216$.

The one-step fit gives $2(0.0551)/0.01=11.02$. The two-step fit gives $(0.1216-0.1102)/0.01=1.14$. Its error, $0.14$, equals the bound with $M=24$.
